# The squared length of a state under the spectral localiser, with commutators in the cross term

For bounded Hermitian operators H, X and Y on a complex inner product space and a real number κ, the spectral localiser is the block operator [[H, κ(X − iY)], [κ(X + iY), −H]], acting on pairs of vectors (u, v). The lemma says that the squared length of its output is ‖Hu‖² + ‖Hv‖² + κ²(‖(X + iY)u‖² + ‖(X − iY)v‖²) plus the cross term 2κ Re⟨u, ([H, X] − i[H, Y])v⟩. The vectors need not be normalised; for a nonzero pair, dividing by ‖u‖² + ‖v‖² gives the value for the normalised pair. The proof first uses hermiticity to write the commutator matrix element as a difference of two inner products, in the step `key`, and then expands the squared norms of the two output components.

The failing Lean file:

```lean
import Mathlib

open scoped InnerProductSpace

namespace LocalizerNormSq

noncomputable section

variable {E : Type*} [NormedAddCommGroup E] [InnerProductSpace ℂ E]

/-- A bounded operator is Hermitian if it can be moved across the inner product. -/
def IsHerm (A : E →L[ℂ] E) : Prop := ∀ u v, ⟪A u, v⟫_ℂ = ⟪u, A v⟫_ℂ

/-- The commutator `[A, B] = AB - BA`. -/
def comm (A B : E →L[ℂ] E) : E →L[ℂ] E := A * B - B * A

/-- The spectral localiser `[[H, κ(X - iY)], [κ(X + iY), -H]]`, acting on pairs of states. -/
def localizer (H X Y : E →L[ℂ] E) (κ : ℝ) : (E × E) →ₗ[ℂ] (E × E) where
  toFun p := (H p.1 + (κ : ℂ) • (X p.2 - Complex.I • Y p.2),
    (κ : ℂ) • (X p.1 + Complex.I • Y p.1) - H p.2)
  map_add' p q := by
    refine Prod.ext ?_ ?_ <;> simp only [Prod.fst_add, Prod.snd_add, map_add] <;> module
  map_smul' c p := by
    refine Prod.ext ?_ ?_ <;>
      simp only [Prod.smul_fst, Prod.smul_snd, map_smul, RingHom.id_apply] <;> module

/-- For Hermitian `H`, `X`, `Y`, the squared length of the localiser applied to `(u, v)` is a sum
of squares plus a cross term that contains only the commutators of `H` with `X` and `Y`. -/
theorem localizer_norm_sq {H X Y : E →L[ℂ] E} (hH : IsHerm H) (hX : IsHerm X) (hY : IsHerm Y)
    (κ : ℝ) (u v : E) :
    ‖(localizer H X Y κ (u, v)).1‖ ^ 2 + ‖(localizer H X Y κ (u, v)).2‖ ^ 2 =
      ‖H u‖ ^ 2 + ‖H v‖ ^ 2
        + κ ^ 2 * (‖X u + Complex.I • Y u‖ ^ 2 + ‖X v - Complex.I • Y v‖ ^ 2)
        + 2 * κ * (⟪u, comm H X v - Complex.I • comm H Y v⟫_ℂ).re := by
  have hc : ∀ A B : E →L[ℂ] E, comm A B v = A (B v) - B (A v) := fun _ _ => rfl
  -- hermiticity gathers the two cross terms into commutators
  have key : ⟪u, comm H X v - Complex.I • comm H Y v⟫_ℂ =
      ⟪H u, X v - Complex.I • Y v⟫_ℂ - ⟪X u + Complex.I • Y u, H v⟫_ℂ := by
    simp only [hc, inner_add_left, inner_sub_right, inner_smul_left, inner_smul_right,
      Complex.conj_I, hH u, hX u, hY u]
    ring
  change ‖H u + (κ : ℂ) • (X v - Complex.I • Y v)‖ ^ 2
    + ‖(κ : ℂ) • (X u + Complex.I • Y u) - H v‖ ^ 2 = _
  rw [key, norm_add_sq (𝕜 := ℂ) (H u), norm_sub_sq (𝕜 := ℂ) _ (H v), inner_smul_right,
    inner_smul_left, norm_smul, norm_smul]
  simp only [RCLike.re_eq_complex_re, Complex.conj_ofReal, Complex.re_ofReal_mul,
    Complex.norm_real, Real.norm_eq_abs, mul_pow, sq_abs, Complex.sub_re]
  ring

end

end LocalizerNormSq
```

Lean reports:

```
Try this:
  [apply] ring_nf
  
  The `ring` tactic failed to close the goal. Use `ring_nf` to obtain a normal form.
    
  Note that `ring` works primarily in *commutative* rings. If you have a noncommutative ring, abelian group or module, consider using `noncomm_ring`, `abel` or `module` instead.
Main.lean:38:73: error: unsolved goals
E : Type u_1
inst✝¹ : NormedAddCommGroup E
inst✝ : InnerProductSpace ℂ E
H X Y : E →L[ℂ] E
hH : IsHerm H
hX : IsHerm X
hY : IsHerm Y
κ : ℝ
u v : E
hc : ∀ (A B : E →L[ℂ] E), (comm A B) v = A (B v) - B (A v)
⊢ ⟪u, H (X v)⟫_ℂ - ⟪u, X (H v)⟫_ℂ - Complex.I * ⟪u, H (Y v)⟫_ℂ + Complex.I * ⟪u, Y (H v)⟫_ℂ =
    -⟪u, X (H v)⟫_ℂ + Complex.I * ⟪u, Y (H v)⟫_ℂ + ⟪u, H (X v - Complex.I • Y v)⟫_ℂ
```

The error is in `key`, and the message suggesting `ring_nf` reports that `ring` did not close the goal there. In the goal that remains, the right side contains `⟪u, H (X v - Complex.I • Y v)⟫_ℂ`, while the left has separate terms with `H (X v)` and `H (Y v)`. The rewrite `hH u` had moved `H` to the second slot while the difference there was still whole. The difference then sat inside `H`, where `inner_sub_right` could not reach it, and `simp only` had no lemma for the linearity of `H`. The two sides are equal by that linearity, but `ring` treats each inner product as an opaque quantity and can't look inside.

The repair adds `map_sub` and `map_smul`, which turn `H (X v - Complex.I • Y v)` into `H (X v) - Complex.I • H (Y v)`. Then `inner_sub_right` and `inner_smul_right` can split the inner product, and `ring` matches the terms. Moving `inner_smul_right` to its own line is only layout.

After these edits no error is left:

```diff
@@ -37,5 +37,6 @@
   have key : ⟪u, comm H X v - Complex.I • comm H Y v⟫_ℂ =
       ⟪H u, X v - Complex.I • Y v⟫_ℂ - ⟪X u + Complex.I • Y u, H v⟫_ℂ := by
-    simp only [hc, inner_add_left, inner_sub_right, inner_smul_left, inner_smul_right,
+    simp only [hc, map_sub, map_smul, inner_add_left, inner_sub_right, inner_smul_left,
+      inner_smul_right,
       Complex.conj_I, hH u, hX u, hY u]
     ring
```
